# Mean, pair correlation and number variance of Bogoliubov-transformed modes in the two-mode vacuum

**Q:** A weakly interacting Bose gas at zero temperature still has atoms outside the condensate. In Bogoliubov's quadratic approximation, the atoms with momenta $p$ and $-p$, $p\neq0$, have annihilators $a_1, a_2$, while the ground state is the vacuum of different operators, the quasiparticle annihilators $A_1, A_2$. How many atoms does that vacuum contain, and how strongly does the number fluctuate? I doubt that a purely algebraic statement can answer this.

**A:** It can for one such pair, with the coefficients given. Let $B_1, B_2$ create quasiparticles, let $u, v$ be real with $u^2-v^2=1$, and set
$$a_1=uA_1-vB_2,\quad a_2=uA_2-vB_1,\quad b_1=uB_1-vA_2,\quad b_2=uB_2-vA_1.$$
Here $b_i$ creates an atom in mode $i$ and $N_i=b_ia_i$ counts these atoms. With $\varphi$ the expectation value in the quasiparticle vacuum, the results are $\varphi(N_1)=v^2$, $\varphi(a_1a_2)=-uv$ and $\varphi(N_1^2)-\varphi(N_1)^2=u^2v^2$. The total depletion of a gas would need $u$ and $v$ from a Hamiltonian and a sum over momenta; neither is done here.

In Lean 4 with Mathlib:

```lean
import Mathlib

namespace QuantumDepletion

noncomputable section

variable {R : Type*} [Ring R] [Algebra ℂ R]
```

**Q:** What is `R`? Bosonic operators are unbounded.

**A:** `R` is any associative algebra with unit over $\mathbb C$. Only products and linear combinations are used. For Fock space, take `R` to be the linear maps from the span of the quasiparticle number states to itself. Each $A_i$ and $B_i$ maps this span into itself, so all products are defined although the operators are unbounded. The physics of the modes is in six relations: $[A_i,B_i]=1$, and operators of different modes commute.

```lean
/-- Two independent bosonic modes with annihilators `A1`, `A2` and creators `B1`, `B2`. -/
structure IndependentModes (A1 A2 B1 B2 : R) : Prop where
  ccr1 : A1 * B1 - B1 * A1 = 1
  ccr2 : A2 * B2 - B2 * A2 = 1
  annih : A1 * A2 = A2 * A1
  creat : B1 * B2 = B2 * B1
  cross12 : A1 * B2 = B2 * A1
  cross21 : A2 * B1 = B1 * A2
```

**Q:** And where is the state $|0\rangle$?

**A:** It appears only through $\varphi(X)=\langle 0|X|0\rangle$. Since $A_i|0\rangle=0$ and $\langle 0|B_i=0$, this linear functional vanishes on $XA_i$ and on $B_iX$, and normalisation gives $\varphi(1)=1$.

```lean
/-- The vacuum expectation value: a normalised linear functional that vanishes when an
annihilator stands on the far right or a creator on the far left. -/
structure IsVacuum (φ : R →ₗ[ℂ] ℂ) (A1 A2 B1 B2 : R) : Prop where
  norm : φ 1 = 1
  right1 : ∀ X, φ (X * A1) = 0
  right2 : ∀ X, φ (X * A2) = 0
  left1 : ∀ X, φ (B1 * X) = 0
  left2 : ∀ X, φ (B2 * X) = 0
```

The transformation is one function, `bog u v X Y`, meaning $uX-vY$. Thus `bog u v A1 B2` is $a_1$ and `bog u v B1 A2` is $b_1$.

```lean
/-- The Bogoliubov combination `u X - v Y`. -/
def bog (u v : ℝ) (X Y : R) : R := (u : ℂ) • X - (v : ℂ) • Y
```

`number u v A1 B1 A2 B2` is then $N_1$, and exchanging the modes gives $N_2$.

```lean
/-- The number operator `(u B - v A') (u A - v B')` of the transformed mode built from the
mode `A`, `B` and its partner `A'`, `B'`. -/
def number (u v : ℝ) (A B A' B' : R) : R := bog u v B A' * bog u v A B'
```

**Q:** Nothing says that $B_i$ is the adjoint of $A_i$, or that $\varphi$ is positive.

**A:** Correct. The identities need neither, so they hold in particular for the usual Fock space, where both are true.

**Q:** Why should $u^2-v^2=1$ hold?

**A:** It expresses that the atoms are bosons too:
$$[a_1,b_1]=u^2[A_1,B_1]-uv[A_1,A_2]-uv[B_2,B_1]+v^2[B_2,A_2]=u^2-v^2=1.$$
Similarly $[a_1,a_2]=-uv[A_1,B_1]-uv[B_2,A_2]=-uv+uv=0$, and $[a_1,b_2]=u^2[A_1,B_2]+v^2[B_2,A_1]=0$. The remaining relations follow in the same way. In the proof, each `linear_combination` line lists which of the original relations are added, and with what coefficients.

```lean
variable {A1 A2 B1 B2 : R} {φ : R →ₗ[ℂ] ℂ} {u v : ℝ}

/-- For `u² - v² = 1` the Bogoliubov transformation turns two independent modes into two
independent modes. -/
theorem bogoliubov_canonical (h : IndependentModes A1 A2 B1 B2) (huv : u ^ 2 - v ^ 2 = 1) :
    IndependentModes (bog u v A1 B2) (bog u v A2 B1) (bog u v B1 A2) (bog u v B2 A1) := by
  have hu : (u : ℂ) ^ 2 - (v : ℂ) ^ 2 = 1 := by exact_mod_cast huv
  constructor <;> simp only [bog, sub_mul, mul_sub, smul_mul_assoc, mul_smul_comm]
  · linear_combination (norm := module) ((u : ℂ) ^ 2) • h.ccr1 - ((v : ℂ) ^ 2) • h.ccr2
      - ((u : ℂ) * v) • h.annih + ((u : ℂ) * v) • h.creat + hu • (1 : R)
  · linear_combination (norm := module) ((u : ℂ) ^ 2) • h.ccr2 - ((v : ℂ) ^ 2) • h.ccr1
      + ((u : ℂ) * v) • h.annih - ((u : ℂ) * v) • h.creat + hu • (1 : R)
  · linear_combination (norm := module) ((u : ℂ) ^ 2) • h.annih - ((v : ℂ) ^ 2) • h.creat
      - ((u : ℂ) * v) • h.ccr1 + ((u : ℂ) * v) • h.ccr2
  · linear_combination (norm := module) ((u : ℂ) ^ 2) • h.creat - ((v : ℂ) ^ 2) • h.annih
      + ((u : ℂ) * v) • h.ccr1 - ((u : ℂ) * v) • h.ccr2
  · linear_combination (norm := module) ((u : ℂ) ^ 2 - (v : ℂ) ^ 2) • h.cross12
  · linear_combination (norm := module) ((u : ℂ) ^ 2 - (v : ℂ) ^ 2) • h.cross21
```

**Q:** How do you get the occupation without writing out the state?

**A:** First, one commutator. If $AB=BA+1$, then
$$AB^{k+1}=B^{k+1}A+(k+1)B^k.$$
For $k=0$ this is the assumption. Multiplying by $B$ on the right and replacing $AB$ by $BA+1$ yields one more $B^{k+1}$, which is the induction step.

```lean
/-- Moving an annihilator through `k + 1` creators of its mode leaves `k + 1` terms with
one creator removed. -/
theorem annihilator_mul_pow {A B : R} (hAB : A * B - B * A = 1) (k : ℕ) :
    A * B ^ (k + 1) = B ^ (k + 1) * A + ((k : ℂ) + 1) • B ^ k := by
  have h' : A * B = B * A + 1 := by rw [← hAB]; abel
  induction k with
  | zero => simp [h']
  | succ k ih =>
    rw [pow_succ B (k + 1), ← mul_assoc, ih, add_mul, mul_assoc (B ^ (k + 1)) A B, h',
      mul_add, smul_mul_assoc, ← pow_succ B k, mul_one, ← mul_assoc]
    push_cast
    module
```

Put this inside the vacuum. The term ending in $A_2$ vanishes, so
$$\varphi(A_2^{k+1}B_2^{k+1})=(k+1)\,\varphi(A_2^kB_2^k),$$
and starting from $\varphi(1)=1$ we find $\varphi(A_2^kB_2^k)=k!$.

```lean
/-- In the vacuum, `k` annihilators to the left of `k` creators of the second mode have expectation
value `k!`. -/
theorem vacuum_pow_pow (h : IndependentModes A1 A2 B1 B2) (hφ : IsVacuum φ A1 A2 B1 B2)
    (k : ℕ) : φ (A2 ^ k * B2 ^ k) = (k.factorial : ℂ) := by
  induction k with
  | zero => simp [hφ.norm]
  | succ k ih =>
    rw [pow_succ A2, mul_assoc, annihilator_mul_pow h.ccr2, mul_add, ← mul_assoc, map_add,
      hφ.right2, mul_smul_comm, map_smul, ih, Nat.factorial_succ, smul_eq_mul]
    push_cast
    ring
```

Next, let $a_1$ stand on the far right. Its $A_1$ part gives zero, hence $\varphi(Xa_1)=-v\,\varphi(XB_2)$; this is `step`. Because $a_1$ commutes with $B_2$, which is `hc`, the new $B_2$ can be moved left past the remaining factors $a_1$, and the argument repeats:
$$\varphi(Xa_1^k)=(-v)^k\varphi(XB_2^k).$$

```lean
/-- Inside the vacuum expectation value, powers of the transformed annihilator on the right
act as powers of `-v B2`. -/
theorem vacuum_mul_pow (h : IndependentModes A1 A2 B1 B2) (hφ : IsVacuum φ A1 A2 B1 B2)
    (k : ℕ) (X : R) :
    φ (X * bog u v A1 B2 ^ k) = (-(v : ℂ)) ^ k * φ (X * B2 ^ k) := by
  have step : ∀ Y, φ (Y * bog u v A1 B2) = -(v : ℂ) * φ (Y * B2) := by
    intro Y
    simp [bog, mul_sub, hφ.right1]
  have hc : Commute (bog u v A1 B2) B2 :=
    ((show Commute A1 B2 from h.cross12).smul_left _).sub_left
      ((Commute.refl B2).smul_left _)
  induction k generalizing X with
  | zero => simp
  | succ k ih =>
    rw [pow_succ (bog u v A1 B2), ← mul_assoc, step, mul_assoc X, (hc.pow_left k).eq,
      ← mul_assoc, ih, pow_succ' B2, mul_assoc X]
    ring
```

On the far left, the $B_1$ part of $b_1$ gives zero and $b_1$ commutes with $A_2$, so $\varphi(b_1^kX)=(-v)^k\varphi(A_2^kX)$.

```lean
/-- Inside the vacuum expectation value, powers of the transformed creator on the left act
as powers of `-v A2`. -/
theorem vacuum_pow_mul (h : IndependentModes A1 A2 B1 B2) (hφ : IsVacuum φ A1 A2 B1 B2)
    (k : ℕ) (X : R) :
    φ (bog u v B1 A2 ^ k * X) = (-(v : ℂ)) ^ k * φ (A2 ^ k * X) := by
  have step : ∀ Y, φ (bog u v B1 A2 * Y) = -(v : ℂ) * φ (A2 * Y) := by
    intro Y
    simp [bog, sub_mul, hφ.left1]
  have hc : Commute (bog u v B1 A2) A2 :=
    ((show Commute B1 A2 from h.cross21.symm).smul_left _).sub_left
      ((Commute.refl A2).smul_left _)
  induction k generalizing X with
  | zero => simp
  | succ k ih =>
    rw [pow_succ' (bog u v B1 A2), mul_assoc, step, ← mul_assoc, ← (hc.pow_left k).eq,
      mul_assoc, ih, pow_succ A2, mul_assoc (A2 ^ k)]
    ring
```

Together these give the normally ordered moment with $k$ creators and $k$ annihilators, for every $k$:
$$\varphi(b_1^ka_1^k)=(-v)^{2k}\varphi(A_2^kB_2^k)=k!\,v^{2k}.$$

```lean
/-- The normally ordered moment of order `k` of the transformed mode in the vacuum of the
original modes is `k! v^(2k)`. -/
theorem normal_ordered_moment (h : IndependentModes A1 A2 B1 B2)
    (hφ : IsVacuum φ A1 A2 B1 B2) (k : ℕ) :
    φ (bog u v B1 A2 ^ k * bog u v A1 B2 ^ k) = (k.factorial : ℂ) * ((v : ℂ) ^ 2) ^ k := by
  rw [vacuum_mul_pow h hφ, vacuum_pow_mul h hφ, vacuum_pow_pow h hφ, ← mul_assoc,
    ← mul_pow, neg_mul_neg, ← sq, mul_comm]
```

**Q:** Then $k=1$ is the mean, $v^2$. What about the other two results?

**A:** For the pair correlation, meaning the anomalous average $\varphi(a_1a_2)$ and not a density–density correlation, expand
$$a_1a_2=u^2A_1A_2-uvA_1B_1-uvB_2A_2+v^2B_2B_1.$$
Only the second term survives, and $\varphi(A_1B_1)=\varphi(B_1A_1)+1=1$, so the value is $-uv$.

For the variance, use $a_1b_1=b_1a_1+1$:
$$N_1^2=b_1(a_1b_1)a_1=b_1^2a_1^2+N_1.$$
The moments for $k=2$ and $k=1$ give $\varphi(N_1^2)=2v^4+v^2$. Subtracting $v^4$ leaves $v^2(1+v^2)=u^2v^2$. In the code, `order` is the operator identity, and the last line uses $u^2-v^2=1$. The values are stated as complex numbers because $\varphi$ takes values in $\mathbb C$.

```lean
/-- In the vacuum of the original modes, the first transformed mode has mean occupation `v²` and
number variance `u² v²`, and the product of the annihilators of the two transformed modes has
expectation value `-uv`. -/
theorem quantum_depletion (h : IndependentModes A1 A2 B1 B2)
    (hφ : IsVacuum φ A1 A2 B1 B2) (huv : u ^ 2 - v ^ 2 = 1) :
    φ (number u v A1 B1 A2 B2) = (v : ℂ) ^ 2 ∧
    φ (bog u v A1 B2 * bog u v A2 B1) = -((u : ℂ) * v) ∧
    φ (number u v A1 B1 A2 B2 ^ 2) - φ (number u v A1 B1 A2 B2) ^ 2
      = (u : ℂ) ^ 2 * (v : ℂ) ^ 2 := by
  have hu : (u : ℂ) ^ 2 - (v : ℂ) ^ 2 = 1 := by exact_mod_cast huv
  have mean : φ (number u v A1 B1 A2 B2) = (v : ℂ) ^ 2 := by
    simpa [number] using normal_ordered_moment (u := u) (v := v) h hφ 1
  refine ⟨mean, ?_, ?_⟩
  · -- only the contraction of `A1` with `B1` survives
    have e : φ (A1 * B1) = 1 := by
      rw [sub_eq_iff_eq_add.mp h.ccr1, map_add, hφ.norm, hφ.right1, add_zero]
    simp only [bog, sub_mul, mul_sub, smul_mul_assoc, mul_smul_comm, map_sub, map_smul,
      smul_eq_mul, hφ.right2, hφ.left2, e]
    ring
  · -- normal ordering: `N² = b² a² + b a`
    have order : number u v A1 B1 A2 B2 ^ 2
        = bog u v B1 A2 ^ 2 * bog u v A1 B2 ^ 2 + number u v A1 B1 A2 B2 := by
      have c := sub_eq_iff_eq_add.mp (bogoliubov_canonical h huv).ccr1
      unfold number
      generalize bog u v A1 B2 = a at c ⊢
      generalize bog u v B1 A2 = b at c ⊢
      calc (b * a) ^ 2 = b * (a * b) * a := by noncomm_ring
        _ = b ^ 2 * a ^ 2 + b * a := by rw [c]; noncomm_ring
    rw [order, map_add, normal_ordered_moment h hφ, mean]
    norm_num [Nat.factorial]
    linear_combination (-(v : ℂ) ^ 2) * hu
```

**Q:** Physically, atoms should leave the condensate in pairs of opposite momentum. Does the algebra know that?

**A:** It shows in the difference of the occupations. Expanding both number operators, the $uv$ terms cancel, and
$$N_1-N_2=u^2(B_1A_1-B_2A_2)+v^2(A_2B_2-A_1B_1).$$
Since $A_iB_i=B_iA_i+1$, the second bracket is $-(B_1A_1-B_2A_2)$, and the factor $u^2-v^2=1$ remains.

```lean
/-- The occupation difference of the two transformed modes equals that of the original
modes. -/
theorem number_difference (h : IndependentModes A1 A2 B1 B2) (huv : u ^ 2 - v ^ 2 = 1) :
    number u v A1 B1 A2 B2 - number u v A2 B2 A1 B1 = B1 * A1 - B2 * A2 := by
  have hu : (u : ℂ) ^ 2 - (v : ℂ) ^ 2 = 1 := by exact_mod_cast huv
  simp only [number, bog, sub_mul, mul_sub, smul_mul_assoc, mul_smul_comm]
  linear_combination (norm := module) ((u : ℂ) * v) • h.annih - ((u : ℂ) * v) • h.creat
    + ((v : ℂ) ^ 2) • h.ccr2 - ((v : ℂ) ^ 2) • h.ccr1 + hu • (B1 * A1 - B2 * A2)
```

Write $D=B_1A_1-B_2A_2$. Then $D^2=(DB_1)A_1-(DB_2)A_2$, and both terms end in an annihilator, so $\varphi\big((N_1-N_2)^2\big)=0$. In Fock space, where $\varphi$ is positive, a zero mean square means that the two occupations are always found equal.

```lean
/-- In the vacuum of the original modes the mean square of the occupation difference of the
two transformed modes is zero. -/
theorem paired_depletion (h : IndependentModes A1 A2 B1 B2)
    (hφ : IsVacuum φ A1 A2 B1 B2) (huv : u ^ 2 - v ^ 2 = 1) :
    φ ((number u v A1 B1 A2 B2 - number u v A2 B2 A1 B1) ^ 2) = 0 := by
  rw [number_difference h huv, sq, mul_sub, ← mul_assoc, ← mul_assoc, map_sub,
    hφ.right1, hφ.right2, sub_zero]
```

**Q:** One worry remains. Perhaps no operators satisfy all your assumptions, and the theorems are empty.

**A:** Polynomials in two variables $x_0,x_1$ provide an example.

```lean
/-- Polynomials in two variables. -/
abbrev Poly := MvPolynomial (Fin 2) ℂ
```

The annihilators are the partial derivatives $\partial_0,\partial_1$, with indices starting at 0 where the modes above start at 1.

```lean
/-- The annihilator of mode `i` on polynomials: the partial derivative. -/
def ann (i : Fin 2) : Module.End ℂ Poly :=
  (MvPolynomial.pderiv i : Derivation ℂ Poly Poly).toLinearMap
```

The creators multiply by $x_0$ and $x_1$.

```lean
/-- The creator of mode `i` on polynomials: multiplication by the variable. -/
def cre (i : Fin 2) : Module.End ℂ Poly := LinearMap.mulLeft ℂ (MvPolynomial.X i)
```

The constant polynomial $1$ plays the role of the vacuum, and $\varphi(T)$ is the constant term of $T(1)$.

```lean
/-- The constant term of an operator applied to the polynomial `1`. -/
def vac : Module.End ℂ Poly →ₗ[ℂ] ℂ where
  toFun T := MvPolynomial.constantCoeff (T 1)
  map_add' S T := by simp
  map_smul' c T := by simp [MvPolynomial.smul_eq_C_mul]
```

The product rule gives $\partial_i(x_ip)-x_i\partial_ip=p$ and the commutation of $\partial_i$ with $x_j$ for $i\neq j$. The two derivatives commute because their commutator is a derivation that sends both variables to zero. Finally, $\partial_i1=0$ gives the vacuum conditions on the right, and those on the left hold because $x_ip$ has no constant term.

```lean
/-- Derivatives and multiplications on polynomials in two variables are independent modes,
and the constant term of an operator applied to `1` is their vacuum expectation value. -/
theorem modes_witness : IndependentModes (ann 0) (ann 1) (cre 0) (cre 1) ∧
    IsVacuum vac (ann 0) (ann 1) (cre 0) (cre 1) := by
  have ha : ∀ i p, ann i p = MvPolynomial.pderiv i p := fun _ _ => rfl
  have hc : ∀ i p, cre i p = MvPolynomial.X i * p := fun _ _ => rfl
  have hv : ∀ T, vac T = MvPolynomial.constantCoeff (T 1) := fun _ => rfl
  -- the commutator of the two derivatives is a derivation that kills both variables
  have hd : ⁅(MvPolynomial.pderiv (0 : Fin 2) : Derivation ℂ Poly Poly),
      (MvPolynomial.pderiv (1 : Fin 2) : Derivation ℂ Poly Poly)⁆
        = (0 : Derivation ℂ Poly Poly) :=
    MvPolynomial.derivation_ext fun i => by
      fin_cases i <;>
        simp [Derivation.commutator_apply, MvPolynomial.pderiv_X]
  refine ⟨⟨?_, ?_, ?_, ?_, ?_, ?_⟩, ⟨?_, ?_, ?_, ?_, ?_⟩⟩
  · refine LinearMap.ext fun p => ?_
    simp [ha, hc, Derivation.leibniz, MvPolynomial.pderiv_X]
  · refine LinearMap.ext fun p => ?_
    simp [ha, hc, Derivation.leibniz, MvPolynomial.pderiv_X]
  · refine LinearMap.ext fun p => ?_
    have := DFunLike.congr_fun hd p
    rw [Derivation.commutator_apply] at this
    exact sub_eq_zero.mp this
  · refine LinearMap.ext fun p => ?_
    simp only [Module.End.mul_apply, hc]
    ring
  · refine LinearMap.ext fun p => ?_
    simp [ha, hc, Derivation.leibniz, MvPolynomial.pderiv_X]
  · refine LinearMap.ext fun p => ?_
    simp [ha, hc, Derivation.leibniz, MvPolynomial.pderiv_X]
  · simp [hv]
  all_goals
    intro T
    simp [hv, ha, hc]

end

end QuantumDepletion
```

```lean
#print axioms QuantumDepletion.quantum_depletion
-- 'QuantumDepletion.quantum_depletion' depends on axioms: [propext, Classical.choice, Quot.sound]
#print axioms QuantumDepletion.paired_depletion
-- 'QuantumDepletion.paired_depletion' depends on axioms: [propext, Classical.choice, Quot.sound]
```
